# Above the bias, no emission and an absorption fixed by the total transmission: zero-temperature noise of a non-interacting conductor with energy-independent scattering

Two electron reservoirs at zero temperature are joined by a conductor. The left one is filled up to energy 3, the right one up to energy 0, in some common unit. An electron crosses from left to right and gives a quantum of energy w to a detector. It starts at an energy E below 3 and arrives at E − w, which must be an empty state, so E − w ≥ 0. For w = 1 the allowed starting energies run from 1 to 3, a window of width 2. For w = 4 they would have to lie above 4 and below 3, and there are none.

If the detector instead supplies a quantum of 4, the electron arrives at E + 4. The condition is then −4 ≤ E < 3, and the window has width 7. A single electron crossing in this way cannot emit a quantum larger than the bias, but it can absorb one.

Current noise adds up such processes, in both directions and also within each reservoir. For non-interacting electrons and energy-independent scattering amplitudes, with transmission probabilities Tₙ, the noise at emitted quantum w vanishes once w reaches the bias, while the noise at absorbed quantum w is then 2w ∑ Tₙ, up to a constant prefactor.

## Occupations, energy windows and the noise

```lean
import Mathlib

open MeasureTheory

namespace QuantumNoiseCutoff

noncomputable section

/-- Zero-temperature occupation of a reservoir with chemical potential `μ`:
one below `μ`, zero otherwise. -/
def occ (μ E : ℝ) : ℝ := if E < μ then 1 else 0
```

A `def` introduces a function. `occ μ E` is the occupation of a state at energy `E` in a reservoir with chemical potential `μ`, both real numbers (`ℝ`). It is the Fermi function at zero temperature: 1 below μ and 0 otherwise. The value exactly at E = μ is set to 0, which affects no integral over energy.

```lean
/-- Phase space for an electron to leave an occupied state of reservoir `a` at energy `E`
and enter an empty state of reservoir `b` at energy `E - w`, giving the quantum `w` to the
detector (for negative `w` the quantum `-w` is taken from it). -/
def phaseSpace (μa μb w : ℝ) : ℝ := ∫ E, occ μa E * (1 - occ μb (E - w))
```

In ordinary notation, with f for the occupation and P(a→b; w) for `phaseSpace μa μb w`,

P(a→b; w) = ∫ f_a(E) · [1 − f_b(E − w)] dE.

The first factor requires an electron to be present in reservoir a, the second a vacancy in b at the energy E − w. The letter w stands for the energy ħω, not for a frequency. Positive w is energy given to the detector, and negative w is energy taken from it. Many texts use the opposite sign for the frequency, so this should be checked before formulas are compared.

```lean
/-- Unsymmetrised zero-temperature current noise, up to a constant prefactor, of a two-terminal
conductor of non-interacting electrons with energy-independent scattering amplitudes and channel
transmission probabilities `T n`. Positive `w` is emission by the conductor, negative `w` is
absorption. -/
def noise {ι : Type*} [Fintype ι] (T : ι → ℝ) (μL μR w : ℝ) : ℝ :=
  ∑ n, (T n * (1 - T n) * (phaseSpace μL μR w + phaseSpace μR μL w)
    + T n ^ 2 * (phaseSpace μL μL w + phaseSpace μR μR w))
```

The type `ι` labels the channels, and `[Fintype ι]` says that there are finitely many. `T n` is the transmission probability of channel n; T is never a temperature here. Writing S(w) for `noise T μL μR w`, the definition reads

S(w) = ∑ₙ { Tₙ(1 − Tₙ) · [P(L→R; w) + P(R→L; w)] + Tₙ² · [P(L→L; w) + P(R→R; w)] }.

The weights are squared matrix elements of the current between scattering states. States that come in from different reservoirs give Tₙ(1 − Tₙ), the partition factor of an electron that may be transmitted or reflected. States from the same reservoir give Tₙ².

This formula is where the physics enters, and it is taken as the definition of the noise. Its derivation from the current operator belongs to scattering theory. It assumes independent electrons, scattering amplitudes that do not vary with energy (phases included), and no displacement currents. If the noise is defined as the Fourier integral of the current correlation function, the omitted prefactor is e²/h for spin-resolved channels.

## The width of the energy window

```lean
/-- The phase space is the energy left over after the quantum `w` has been paid from the
drop in chemical potential, and zero if the drop does not suffice. -/
theorem phaseSpace_eq (μa μb w : ℝ) :
    phaseSpace μa μb w = max (μa - μb - w) 0 := by
  -- the product of occupations is the indicator of an energy window
  have h : (fun E => occ μa E * (1 - occ μb (E - w)))
      = (Set.Ico (μb + w) μa).indicator (fun _ => (1 : ℝ)) := by
    funext E
    have h3 : μb + w ≤ E ↔ ¬ (E - w < μb) := by
      rw [not_lt, le_sub_iff_add_le]
    simp only [occ, Set.indicator_apply, Set.mem_Ico, h3]
    by_cases h1 : E < μa <;> by_cases h2 : E - w < μb <;> simp [h1, h2]
  unfold phaseSpace
  rw [h, integral_indicator measurableSet_Ico, setIntegral_const, Real.volume_real_Ico,
    smul_eq_mul, mul_one, sub_add_eq_sub_sub]
```

A `theorem` gives a statement after the colon and its proof after `:=`. This one says

P(a→b; w) = max(μa − μb − w, 0).

The integrand is 1 when E < μa and E − w ≥ μb, and 0 otherwise. The two conditions together are

μb + w ≤ E < μa.

The integral is therefore the length of this interval, which is μa − μb − w if that number is positive and zero if the interval is empty.

The Lean proof follows the same route. The statement `h` says that the integrand equals the indicator function of `Set.Ico (μb + w) μa`, the interval closed on the left and open on the right. To prove it, `funext E` fixes one energy, `h3` states that μb + w ≤ E is equivalent to the vacancy condition, and the two uses of `by_cases` run through the four combinations of state filled or empty. The last lines turn the integral of an indicator into a length.

```lean
/-- The phase space for absorbing a quantum `w` in going from `a` to `b` exceeds that of the
reverse process, which emits `w`, by `μa - μb + w`. -/
theorem phaseSpace_reverse (μa μb w : ℝ) :
    phaseSpace μa μb (-w) - phaseSpace μb μa w = μa - μb + w := by
  simp only [phaseSpace_eq]
  rcases le_total 0 (μa - μb + w) with h | h
  · rw [max_eq_left (show 0 ≤ μa - μb - -w by linarith),
      max_eq_right (show μb - μa - w ≤ 0 by linarith)]
    ring
  · rw [max_eq_right (show μa - μb - -w ≤ 0 by linarith),
      max_eq_left (show 0 ≤ μb - μa - w by linarith)]
    ring
```

This compares a process with its reverse. Going from a to b while absorbing w is undone by going from b to a while emitting w. Set x = μa − μb + w. The previous theorem gives

P(a→b; −w) = max(x, 0)

P(b→a; w) = max(−x, 0).

If x ≥ 0, the difference is x − 0. If x ≤ 0, it is 0 − (−x). Either way

P(a→b; −w) − P(b→a; w) = μa − μb + w.

In Lean, `rcases le_total` makes this split by the sign of x. In each branch `linarith` settles the linear inequalities that fix the two maxima, and `ring` does the remaining algebra.

## Absorption minus emission at any bias

```lean
variable {ι : Type*} [Fintype ι]

/-- Absorption noise minus emission noise is `2 w` times the total transmission,
at every frequency and every bias. -/
theorem noise_asymmetry (T : ι → ℝ) (μL μR w : ℝ) :
    noise T μL μR (-w) - noise T μL μR w = 2 * w * ∑ n, T n := by
  unfold noise
  rw [← Finset.sum_sub_distrib, Finset.mul_sum]
  refine Finset.sum_congr rfl fun n _ => ?_
  -- pair each absorption process with its reverse
  linear_combination
    T n * (1 - T n) * (phaseSpace_reverse μL μR w + phaseSpace_reverse μR μL w)
      + T n ^ 2 * (phaseSpace_reverse μL μL w + phaseSpace_reverse μR μR w)
```

The statement is

S(−w) − S(w) = 2w ∑ₙ Tₙ

for every real w and all chemical potentials. With the prefactor restored, the right side is 2ħω times the conductance.

For the derivation, pair each absorption process with its reverse. In channel n, the two processes between different reservoirs contribute

Tₙ(1 − Tₙ) · [(μL − μR + w) + (μR − μL + w)] = 2w Tₙ(1 − Tₙ).

The bias cancels because both directions occur with the same weight. The processes within one reservoir contribute

Tₙ² · (w + w) = 2w Tₙ².

The sum of the two is 2w Tₙ, and adding the channels gives the result.

In the proof, `Finset.sum_sub_distrib` merges the two sums into one, `Finset.mul_sum` moves 2w inside, and `Finset.sum_congr` reduces the claim to a single channel. Then `linear_combination` is told which instances of `phaseSpace_reverse` to add and with which weights. It checks that the channel identity follows from them by algebra.

The same pairing gives a neighbouring result for reservoirs at nonzero temperature, derived here in ordinary mathematics only. With smooth Fermi functions, the integrands of a process and its reverse differ by

f_a(E)[1 − f_b(E + w)] − f_b(E + w)[1 − f_a(E)] = f_a(E) − f_b(E + w).

The integral of the right side over all energies is again μa − μb + w, so the difference between absorption and emission does not depend on temperature. The sharp emission cutoff does: heating gives it a thermal tail.

## Emission up to the bias and none beyond

```lean
/-- For `w ≥ 0` the emission noise is the partition factor `∑ T (1 - T)` times the part of the
bias that exceeds the emitted quantum. -/
theorem emission_noise (T : ι → ℝ) (μL μR : ℝ) {w : ℝ} (hw : 0 ≤ w) :
    noise T μL μR w = (∑ n, T n * (1 - T n)) * max (|μL - μR| - w) 0 := by
  -- a single reservoir in its ground state cannot emit
  have hself : ∀ μ : ℝ, max (μ - μ - w) 0 = 0 := fun μ =>
    max_eq_right (by linarith)
  -- only the downhill direction between the reservoirs contributes
  have hs : max (μL - μR - w) 0 + max (μR - μL - w) 0 = max (|μL - μR| - w) 0 := by
    rcases le_total μR μL with h | h
    · rw [abs_of_nonneg (show 0 ≤ μL - μR by linarith),
        max_eq_right (show μR - μL - w ≤ 0 by linarith), add_zero]
    · rw [abs_of_nonpos (show μL - μR ≤ 0 by linarith), neg_sub,
        max_eq_right (show μL - μR - w ≤ 0 by linarith), zero_add]
  unfold noise
  rw [Finset.sum_mul]
  refine Finset.sum_congr rfl fun n _ => ?_
  simp only [phaseSpace_eq]
  rw [hself μL, hself μR, hs]
  ring
```

Here `{w : ℝ}` in braces is an argument that Lean works out for itself, and `(hw : 0 ≤ w)` is a hypothesis with a name. For w ≥ 0 the statement is

S(w) = [∑ₙ Tₙ(1 − Tₙ)] · max(|μL − μR| − w, 0).

Within one reservoir the window has width max(−w, 0) = 0, since a Fermi sea in its ground state has no energy to give away. Between the reservoirs, suppose first that μL ≥ μR. Then μR − μL − w ≤ 0, so the uphill process has no window, and the downhill one has width

max(μL − μR − w, 0) = max(|μL − μR| − w, 0).

If μR ≥ μL, the roles are exchanged. What remains in each channel is Tₙ(1 − Tₙ) times this common width.

The auxiliary statement `hself` is the first observation and `hs` is the second, with its two cases. The rest of the proof inserts both into the definition, channel by channel.

```lean
/-- For a quantum `w` at least as large as the bias `|μL - μR|`, the emission noise vanishes
and the absorption noise equals `2 w` times the total transmission. -/
theorem emission_cutoff_absorption_persists (T : ι → ℝ) {μL μR w : ℝ}
    (hw : |μL - μR| ≤ w) :
    noise T μL μR w = 0 ∧ noise T μL μR (-w) = 2 * w * ∑ n, T n := by
  have h0 : noise T μL μR w = 0 := by
    rw [emission_noise T μL μR ((abs_nonneg _).trans hw),
      max_eq_right (show |μL - μR| - w ≤ 0 by linarith), mul_zero]
  refine ⟨h0, ?_⟩
  have h := noise_asymmetry T μL μR w
  rw [h0, sub_zero] at h
  exact h
```

The hypothesis `hw` now says that the quantum is at least as large as the bias, |μL − μR| ≤ w. The symbol `∧` means "and", so the conclusion has two parts:

S(w) = 0

S(−w) = 2w ∑ₙ Tₙ.

Since an absolute value is nonnegative, w ≥ 0 and the emission formula applies. Its second factor is max(|μL − μR| − w, 0) = 0, which gives the first part. Putting S(w) = 0 into the difference S(−w) − S(w) = 2w ∑ₙ Tₙ gives the second. The Lean proof does this in the same order, with `h0` as the first part and `h` as the difference.

As a numerical instance, keep μL = 3 and μR = 0 and take two channels with T₁ = 1/2 and T₂ = 1. Then ∑ Tₙ = 3/2 and ∑ Tₙ(1 − Tₙ) = 1/4.

At w = 1, below the bias:

S(1) = (1/4) · (3 − 1) = 1/2

S(−1) = 1/2 + 2 · 1 · (3/2) = 7/2.

At w = 4, above the bias:

S(4) = 0

S(−4) = 2 · 4 · (3/2) = 12.

The last value can be confirmed from the definition. For an absorbed quantum of 4, the windows are 7 from left to right, 1 from right to left, and 4 within each reservoir. Channel 1 gives (1/4)(7 + 1) + (1/4)(4 + 4) = 4, channel 2 gives 0 + 1 · (4 + 4) = 8, and the total is 12.

For a non-interacting conductor at zero temperature, the zero-point fluctuations of the current can thus be seen by a detector that supplies energy, but not by one that only receives it. A simulation of unsymmetrised noise under the same assumptions should show both the cutoff and the absorption value.

## When emission vanishes and when absorption is positive

```lean
/-- For transmissions in `[0, 1]` and `w ≥ 0`, emission noise is absent exactly when `w` reaches
the bias or every channel is fully closed or fully open. -/
theorem emission_eq_zero_iff (T : ι → ℝ) (hT : ∀ n, 0 ≤ T n ∧ T n ≤ 1)
    (μL μR : ℝ) {w : ℝ} (hw : 0 ≤ w) :
    noise T μL μR w = 0 ↔ |μL - μR| ≤ w ∨ ∀ n, T n = 0 ∨ T n = 1 := by
  have hnn : ∀ n ∈ Finset.univ, 0 ≤ T n * (1 - T n) := fun n _ =>
    mul_nonneg (hT n).1 (sub_nonneg.mpr (hT n).2)
  rw [emission_noise T μL μR hw, mul_eq_zero, Finset.sum_eq_zero_iff_of_nonneg hnn, or_comm]
  apply or_congr
  · rw [max_eq_right_iff, sub_nonpos]
  · constructor
    · intro h n
      rcases mul_eq_zero.mp (h n (Finset.mem_univ n)) with h0 | h0
      · exact Or.inl h0
      · exact Or.inr (by linarith)
    · intro h n _
      rcases h n with h0 | h0 <;> simp [h0]
```

The hypothesis `hT` says that every `T n` lies between 0 and 1, as a probability must. The symbol `↔` means "if and only if", and `∨` means "or". For w ≥ 0, then, emission noise is absent exactly when w has reached the bias or every channel has Tₙ = 0 or Tₙ = 1. A biased conductor whose open channels are all perfectly transmitting emits nothing, even at small w.

By the emission formula, S(w) is a product, and a product vanishes when one of its factors does. The factor max(|μL − μR| − w, 0) is zero exactly when |μL − μR| ≤ w. The other factor, ∑ₙ Tₙ(1 − Tₙ), has no negative terms, so nothing can cancel and it is zero only if each term is. Finally, Tₙ(1 − Tₙ) = 0 means Tₙ = 0 or Tₙ = 1.

In Lean, `hnn` records that the terms are nonnegative, `mul_eq_zero` splits the product, and `Finset.sum_eq_zero_iff_of_nonneg` passes from the sum to its terms. `or_congr` then lets the two alternatives be proved separately.

```lean
/-- For transmissions in `[0, 1]`, a conductor with at least one transmitting channel has
strictly positive absorption noise at every `w > 0`, whatever the bias. -/
theorem absorption_pos (T : ι → ℝ) (hT : ∀ n, 0 ≤ T n ∧ T n ≤ 1)
    (hopen : ∃ n, 0 < T n) (μL μR : ℝ) {w : ℝ} (hw : 0 < w) :
    0 < noise T μL μR (-w) := by
  obtain ⟨m, hm⟩ := hopen
  have hem : 0 ≤ noise T μL μR w := by
    rw [emission_noise T μL μR hw.le]
    exact mul_nonneg
      (Finset.sum_nonneg fun n _ => mul_nonneg (hT n).1 (sub_nonneg.mpr (hT n).2))
      (le_max_right _ _)
  have hsum : 0 < ∑ n, T n :=
    Finset.sum_pos' (fun n _ => (hT n).1) ⟨m, Finset.mem_univ m, hm⟩
  have hdiff := noise_asymmetry T μL μR w
  have hprod := mul_pos hw hsum
  linarith

end

end QuantumNoiseCutoff
```

The hypothesis `hopen` says that there is (`∃`) a channel with positive transmission. Under it, S(−w) > 0 for every w > 0, at any bias. The argument rewrites the difference formula as

S(−w) = S(w) + 2w ∑ₙ Tₙ.

The first term is nonnegative by the emission formula, because both of its factors are. The second is positive, because w > 0 and the sum has nonnegative terms of which at least one is positive. In the proof these facts are `hem` and `hprod`, `hdiff` is the difference formula, and `linarith` combines the three.

```lean
#print axioms QuantumNoiseCutoff.emission_cutoff_absorption_persists
#print axioms QuantumNoiseCutoff.emission_eq_zero_iff
#print axioms QuantumNoiseCutoff.absorption_pos
```

```
'QuantumNoiseCutoff.emission_cutoff_absorption_persists' depends on axioms: [propext, Classical.choice, Quot.sound]
'QuantumNoiseCutoff.emission_eq_zero_iff' depends on axioms: [propext, Classical.choice, Quot.sound]
'QuantumNoiseCutoff.absorption_pos' depends on axioms: [propext, Classical.choice, Quot.sound]
```
